# A third-order error bound for the f-sum tail correction of a finite-pole screening response

For an electron system described by finitely many positive excitation energies, the density response is smooth on the imaginary frequency axis, but it decays only as the inverse square of the frequency. A code that integrates it up to a cutoff $L$ therefore misses a tail of order $1/L$. How much of that tail can be restored from a single number, the f-sum?

## The tail estimate and its error

Take finitely many transitions $t$ with excitation energies $D_t>0$ and strengths $s_t\ge 0$. At imaginary frequency $iw$, a diagonal element of the response, with its sign reversed, is

$$S(w)=\sum_t s_t\,\frac{2D_t}{D_t^2+w^2}.$$

Write $R(L)=\int_L^\infty S(w)\,dw$ for the tail and $F=\sum_t s_tD_t$ for the f-sum. For every $L>0$,

$$0\le \frac{2F}{L}-R(L)\le \frac23\sum_t\frac{s_tD_t^3}{L^3}.$$

The estimate $2F/L$ is never too small, and its excess is at most of third order in $1/L$. For one transition with $s=D=1$ and $L=10$, the tail is about $0.19934$, the estimate is $0.2$, and the excess of about $0.00066$ lies just below the bound.

## Truncated integrals on the imaginary axis

The integral of $S$ over all $w>0$ is $\pi\sum_t s_t$, which measures equal-time density fluctuations. A code that truncates this integral at $L$ can add $2F/L$ if it has $F$ without the individual excitations. If all $s_t$ and $D_t$ are known, the arctangent formula below gives the tail directly.

In GW calculations the same response enters the screened interaction, but the result here concerns the integral of a finite-pole response alone. The self-energy integrand also contains the Green's function, which changes the tail.

The value of $F$ must belong to the same transitions as $S$. If a complete-basis value differs from it by $\delta F$, the correction acquires an error $2\,\delta F/L$ and is first order again.

## From one Lorentzian to the sum

Since

$$\frac{d}{dw}\,2\arctan\frac wD=\frac{2D}{D^2+w^2},$$

one Lorentzian has the tail $\pi-2\arctan(L/D)$. For $L>0$ the identity $\arctan(1/x)=\pi/2-\arctan x$ turns this into $2\arctan(D/L)$. With $x_t=D_t/L$,

$$R(L)=\sum_t 2s_t\arctan x_t,\qquad \frac{2F}{L}-R(L)=\sum_t 2s_t\,(x_t-\arctan x_t).$$

Now consider three functions that vanish at $y=0$:

- $y-\arctan y$ has derivative $y^2/(1+y^2)$.
- $\arctan y-y+y^3/3$ has derivative $y^4/(1+y^2)$.
- $y-y^3/3+y^5/5-\arctan y$ has derivative $y^6/(1+y^2)$.

All three derivatives are nonnegative, so for $x\ge0$

$$0\le x-\arctan x\le \frac{x^3}{3},\qquad x-\arctan x\ge\frac{x^3}{3}-\frac{x^5}{5}.$$

Multiplying the first pair by $2s_t\ge0$ and summing gives the bound. For the limiting behaviour, multiply by $L^3$:

$$\frac{D_t^3}{3}-\frac{D_t^5}{5L^2}\le L^3(x_t-\arctan x_t)\le\frac{D_t^3}{3}.$$

Both sides tend to $D_t^3/3$. Summing the limits with weights $2s_t$ of any sign gives

$$L^3\Big(\frac{2F}{L}-R(L)\Big)\to\frac23\sum_t s_tD_t^3.$$

Dividing the expression on the left by $L^2$ gives $2F-L\,R(L)$, which therefore tends to zero, so $L\,R(L)\to2F$. If the strengths are nonnegative and at least one is positive, both limits are positive, and the orders one and three are exact.

Finally, splitting the full integral at $L$ gives

$$\int_0^L S\,dw+\frac{2F}{L}-\int_0^\infty S\,dw=\frac{2F}{L}-R(L),$$

so the corrected integral obeys the same bound.

## The Lean file

```lean
import Mathlib

open MeasureTheory Set Filter
open scoped Real Topology

namespace GWFrequencyTail

noncomputable section

variable {ι : Type*} [Fintype ι] {s D : ι → ℝ} {L : ℝ}

/-- Density response at imaginary frequency `i w`, with its sign reversed, for transitions with
strengths `s t` and positive excitation energies `D t`. -/
def screening (s D : ι → ℝ) (w : ℝ) : ℝ := ∑ t, s t * (2 * D t / (D t ^ 2 + w ^ 2))

/-- The part of the frequency integral of the screening response that lies above `L`. -/
def tail (s D : ι → ℝ) (L : ℝ) : ℝ := ∫ w in Ioi L, screening s D w

/-- The f-sum: strengths weighted by excitation energies. -/
def fSum (s D : ι → ℝ) : ℝ := ∑ t, s t * D t

/-- For `x ≥ 0` the arctangent lies below `x`, and between its Taylor polynomials of
third and fifth order. -/
theorem arctan_bounds {x : ℝ} (hx : 0 ≤ x) :
    Real.arctan x ≤ x ∧ x - x ^ 3 / 3 ≤ Real.arctan x ∧
      Real.arctan x ≤ x - x ^ 3 / 3 + x ^ 5 / 5 := by
  -- a function that starts at zero and has nonnegative slope is nonnegative
  have key : ∀ f f' : ℝ → ℝ, f 0 = 0 → (∀ y, HasDerivAt f (f' y) y) →
      (∀ y, 0 ≤ f' y) → 0 ≤ f x := by
    intro f f' h0 hd hp
    have hm : Monotone f := monotone_of_deriv_nonneg
      (fun y => (hd y).differentiableAt) (fun y => by rw [(hd y).deriv]; exact hp y)
    have h := hm hx
    rwa [h0] at h
  have h3 : ∀ y : ℝ, HasDerivAt (fun y : ℝ => y ^ 3 / 3) (y ^ 2) y := fun y =>
    ((hasDerivAt_pow 3 y).div_const 3).congr_deriv (by norm_num)
  have h5 : ∀ y : ℝ, HasDerivAt (fun y : ℝ => y ^ 5 / 5) (y ^ 4) y := fun y =>
    ((hasDerivAt_pow 5 y).div_const 5).congr_deriv (by norm_num)
  have a := key (fun y => y - Real.arctan y) (fun y => y ^ 2 / (1 + y ^ 2)) (by simp)
    (fun y => ((hasDerivAt_id' y).fun_sub (Real.hasDerivAt_arctan y)).congr_deriv (by
      have : 1 + y ^ 2 ≠ 0 := by positivity
      field_simp
      ring)) (fun y => by positivity)
  have b := key (fun y => Real.arctan y - (y - y ^ 3 / 3)) (fun y => y ^ 4 / (1 + y ^ 2))
    (by simp)
    (fun y => ((Real.hasDerivAt_arctan y).fun_sub
      ((hasDerivAt_id' y).fun_sub (h3 y))).congr_deriv (by
      have : 1 + y ^ 2 ≠ 0 := by positivity
      field_simp
      ring)) (fun y => by positivity)
  have c := key (fun y => y - y ^ 3 / 3 + y ^ 5 / 5 - Real.arctan y)
    (fun y => y ^ 6 / (1 + y ^ 2)) (by simp)
    (fun y => ((((hasDerivAt_id' y).fun_sub (h3 y)).fun_add (h5 y)).fun_sub
      (Real.hasDerivAt_arctan y)).congr_deriv (by
      have : 1 + y ^ 2 ≠ 0 := by positivity
      field_simp
      ring)) (fun y => by positivity)

  exact ⟨by linarith, by linarith, by linarith⟩

/-- A single Lorentzian with energy `D > 0` is integrable above any frequency `L`, and its
integral there is `π - 2 arctan (L / D)`. -/
theorem lorentzian_tail {D : ℝ} (hD : 0 < D) (L : ℝ) :
    IntegrableOn (fun w : ℝ => 2 * D / (D ^ 2 + w ^ 2)) (Ioi L) ∧
      ∫ w in Ioi L, 2 * D / (D ^ 2 + w ^ 2) = π - 2 * Real.arctan (L / D) := by
  have hd : ∀ w ∈ Ici L, HasDerivAt (fun w : ℝ => 2 * Real.arctan (w / D))
      (2 * D / (D ^ 2 + w ^ 2)) w := by
    intro w _
    refine ((((hasDerivAt_id' w).div_const D).arctan).const_mul 2).congr_deriv ?_
    have : D ^ 2 + w ^ 2 ≠ 0 := by positivity
    rw [show 1 + (w / D) ^ 2 = (D ^ 2 + w ^ 2) / D ^ 2 by field_simp]
    field_simp
  have hp : ∀ w ∈ Ioi L, 0 ≤ 2 * D / (D ^ 2 + w ^ 2) := fun w _ => by positivity
  have ht : Tendsto (fun w : ℝ => 2 * Real.arctan (w / D)) atTop (𝓝 π) := by
    have h := ((tendsto_nhds_of_tendsto_nhdsWithin Real.tendsto_arctan_atTop).comp
      (tendsto_id.atTop_div_const hD)).const_mul 2
    rw [show 2 * (π / 2) = π by ring] at h
    exact h
  exact ⟨integrableOn_Ioi_deriv_of_nonneg' hd hp ht,
    integral_Ioi_of_hasDerivAt_of_nonneg' hd hp ht⟩

/-- For positive excitation energies the screening response is integrable above any
frequency `L`. -/
theorem screening_integrableOn (hD : ∀ t, 0 < D t) (L : ℝ) :
    IntegrableOn (screening s D) (Ioi L) := by
  have h : Integrable (fun w => ∑ t, s t * (2 * D t / (D t ^ 2 + w ^ 2)))
      (volume.restrict (Ioi L)) :=
    integrable_finsetSum _ fun t _ => (lorentzian_tail (hD t) L).1.const_mul (s t)
  exact h

/-- For positive excitation energies and a cutoff `L > 0`, the tail is the sum of
`2 s arctan (D / L)` over the transitions. -/
theorem tail_eq (hD : ∀ t, 0 < D t) (hL : 0 < L) :
    tail s D L = ∑ t, s t * (2 * Real.arctan (D t / L)) := by
  unfold tail screening
  rw [integral_finsetSum _ fun t _ => (lorentzian_tail (hD t) L).1.const_mul (s t)]
  refine Finset.sum_congr rfl fun t _ => ?_
  rw [integral_const_mul, (lorentzian_tail (hD t) L).2]
  have h := Real.arctan_inv_of_pos (div_pos (hD t) hL)
  rw [inv_div] at h
  rw [h]
  ring

/-- For positive excitation energies and `L > 0`, the error of the tail estimate `2F/L` is a sum
of separate errors, one for each transition. -/
theorem correction_error_eq (hD : ∀ t, 0 < D t) (hL : 0 < L) :
    2 * fSum s D / L - tail s D L =
      ∑ t, s t * (2 * (D t / L - Real.arctan (D t / L))) := by
  rw [tail_eq hD hL, fSum, Finset.mul_sum, Finset.sum_div, ← Finset.sum_sub_distrib]
  exact Finset.sum_congr rfl fun t _ => by ring

/-- For nonnegative strengths, positive excitation energies and `L > 0`, the f-sum estimate `2F/L`
is never below the true tail, and exceeds it by at most a term of third order in `1/L`. -/
theorem fSum_tail_correction (hs : ∀ t, 0 ≤ s t) (hD : ∀ t, 0 < D t) (hL : 0 < L) :
    0 ≤ 2 * fSum s D / L - tail s D L ∧
      2 * fSum s D / L - tail s D L ≤ 2 / 3 * ∑ t, s t * D t ^ 3 / L ^ 3 := by
  rw [correction_error_eq hD hL]
  have hb := fun t => arctan_bounds (div_pos (hD t) hL).le
  constructor
  · exact Finset.sum_nonneg fun t _ => mul_nonneg (hs t) (by linarith [(hb t).1])
  · rw [Finset.mul_sum]
    refine Finset.sum_le_sum fun t _ => ?_
    have e : 2 / 3 * (s t * D t ^ 3 / L ^ 3) = s t * (2 * ((D t / L) ^ 3 / 3)) := by
      rw [div_pow]; ring
    rw [e]
    exact mul_le_mul_of_nonneg_left (by linarith [(hb t).2.1]) (hs t)

/-- For nonnegative strengths, positive excitation energies and `L > 0`, the integral cut off at
`L` plus `2F/L` overestimates the full integral by at most a term of third order in `1/L`. -/
theorem corrected_cutoff_integral (hs : ∀ t, 0 ≤ s t) (hD : ∀ t, 0 < D t) (hL : 0 < L) :
    0 ≤ (∫ w in (0 : ℝ)..L, screening s D w) + 2 * fSum s D / L
        - ∫ w in Ioi (0 : ℝ), screening s D w ∧
      (∫ w in (0 : ℝ)..L, screening s D w) + 2 * fSum s D / L
        - ∫ w in Ioi (0 : ℝ), screening s D w ≤ 2 / 3 * ∑ t, s t * D t ^ 3 / L ^ 3 := by
  -- split the full integral at the cutoff
  have h : ∫ w in Ioi (0 : ℝ), screening s D w =
      (∫ w in (0 : ℝ)..L, screening s D w) + tail s D L := by
    rw [intervalIntegral.integral_of_le hL.le, tail, ← Ioc_union_Ioi_eq_Ioi hL.le]
    exact setIntegral_union (Set.disjoint_left.mpr fun _ h1 h2 => not_lt_of_ge h1.2 h2)
      measurableSet_Ioi ((screening_integrableOn hD 0).mono_set fun _ h => h.1)
      (screening_integrableOn hD L)
  have hc := fSum_tail_correction hs hD hL
  rw [h]
  exact ⟨by linarith [hc.1], by linarith [hc.2]⟩

/-- For positive excitation energies, the error left by the f-sum correction, multiplied by `L³`,
tends to two thirds of the sum of `s D³` as the cutoff `L` grows. -/
theorem corrected_error_third_order (hD : ∀ t, 0 < D t) :
    Tendsto (fun L : ℝ => L ^ 3 * (2 * fSum s D / L - tail s D L)) atTop
      (𝓝 (2 / 3 * ∑ t, s t * D t ^ 3)) := by
  -- squeeze each transition between its Taylor bounds
  have term : ∀ t, Tendsto (fun L : ℝ => L ^ 3 * (D t / L - Real.arctan (D t / L))) atTop
      (𝓝 (D t ^ 3 / 3)) := by
    intro t
    have lower : Tendsto (fun L : ℝ => D t ^ 3 / 3 - D t ^ 5 / 5 * (L⁻¹) ^ 2) atTop
        (𝓝 (D t ^ 3 / 3)) := by
      have h := (((tendsto_inv_atTop_zero (𝕜 := ℝ)).pow 2).const_mul
        (D t ^ 5 / 5)).const_sub (D t ^ 3 / 3)
      rw [zero_pow two_ne_zero, mul_zero, sub_zero] at h
      exact h
    refine tendsto_of_tendsto_of_tendsto_of_le_of_le' lower tendsto_const_nhds ?_ ?_
    · filter_upwards [eventually_gt_atTop 0] with L hL
      have e : D t ^ 3 / 3 - D t ^ 5 / 5 * (L⁻¹) ^ 2 =
          L ^ 3 * ((D t / L) ^ 3 / 3 - (D t / L) ^ 5 / 5) := by
        field_simp
      rw [e]
      exact mul_le_mul_of_nonneg_left
        (by linarith [(arctan_bounds (div_pos (hD t) hL).le).2.2]) (by positivity)
    · filter_upwards [eventually_gt_atTop 0] with L hL
      have e : D t ^ 3 / 3 = L ^ 3 * ((D t / L) ^ 3 / 3) := by
        field_simp
      rw [e]
      exact mul_le_mul_of_nonneg_left
        (by linarith [(arctan_bounds (div_pos (hD t) hL).le).2.1]) (by positivity)
  have h := tendsto_finsetSum Finset.univ fun t _ => (term t).const_mul (2 * s t)
  have e : ∑ t, 2 * s t * (D t ^ 3 / 3) = 2 / 3 * ∑ t, s t * D t ^ 3 := by
    rw [Finset.mul_sum]
    exact Finset.sum_congr rfl fun t _ => by ring
  rw [e] at h
  refine h.congr' ?_
  filter_upwards [eventually_gt_atTop 0] with L hL
  rw [correction_error_eq hD hL, Finset.mul_sum]
  exact Finset.sum_congr rfl fun t _ => by ring

/-- For positive excitation energies, the uncorrected tail multiplied by `L` tends to `2F` as the
cutoff `L` grows. -/
theorem tail_first_order (hD : ∀ t, 0 < D t) :
    Tendsto (fun L : ℝ => L * tail s D L) atTop (𝓝 (2 * fSum s D)) := by
  have h := ((corrected_error_third_order (s := s) hD).mul
    ((tendsto_inv_atTop_zero (𝕜 := ℝ)).pow 2)).const_sub (2 * fSum s D)
  rw [zero_pow two_ne_zero, mul_zero, sub_zero] at h
  refine h.congr' ?_
  filter_upwards [eventually_gt_atTop 0] with L hL
  field_simp
  ring

end

end GWFrequencyTail
```

```lean
#print axioms GWFrequencyTail.corrected_cutoff_integral
#print axioms GWFrequencyTail.corrected_error_third_order
#print axioms GWFrequencyTail.tail_first_order
```

```
'GWFrequencyTail.corrected_cutoff_integral' depends on axioms: [propext, Classical.choice, Quot.sound]
'GWFrequencyTail.corrected_error_third_order' depends on axioms: [propext, Classical.choice, Quot.sound]
'GWFrequencyTail.tail_first_order' depends on axioms: [propext, Classical.choice, Quot.sound]
```

## Reading the statements and their proofs

The finite type `ι` labels the transitions, and `s` and `D` assign real numbers to them; equal energies are allowed. `screening s D w` is $S(w)$, `tail s D L` is $R(L)$ with `Ioi L` the half-line $w>L$, and `fSum s D` is $F$. The f-sum is defined as a sum over transitions; the f-sum rule, which evaluates it from the electron density, is not derived.

`arctan_bounds` contains the three derivative comparisons, with `key` supplying the monotonicity argument. `lorentzian_tail` integrates one Lorentzian, `screening_integrableOn` and `tail_eq` sum over transitions, and `correction_error_eq` separates the error into terms. `fSum_tail_correction` is the main bound, and `corrected_cutoff_integral` carries it over to the truncated integral. The limits are `corrected_error_third_order`, a squeeze for each transition, and `tail_first_order`, which follows from it.

The improper integral rests on Mathlib's `integral_Ioi_of_hasDerivAt_of_nonneg'`. It takes an antiderivative on the half-line (`hd`), a nonnegative integrand (`hp`) and a limit of the antiderivative at infinity (`ht`), and returns that limit minus the value at $L$. Its companion `integrableOn_Ioi_deriv_of_nonneg'` obtains integrability from the same three inputs. Both are applied before the strengths enter, so the tail formula holds for strengths of either sign.

## Signs, cutoffs and finite spectra

The two-sided bound needs some condition on the signs of the strengths. With one transition, $s=-1$ and $D=L=1$, the error is $-2(1-\pi/4)\approx-0.43$. This violates the lower bound $0$ and also the upper bound $-2/3$. Off-diagonal response elements can have such negative weights; for them the two limits still hold.

The inequality is valid at every $L>0$, but for $F>0$ its upper bound is small compared with the estimate $2F/L$ only when $L^2$ is large compared with $\sum_t s_tD_t^3/(3F)$. For a single transition with $D=3L$, the correction overshoots by more than the tail it replaces.

The theorems concern real numbers, exact integrals and a finite set of undamped poles. Quadrature error on $[0,L]$, rounding and continuous spectra need separate estimates.
